# The variance of PHP in its own eigenvector is zero, whatever H does outside the retained space

## Two levels, one of them discarded

Take two levels with zero site energies, coupled by a real hopping amplitude t. In the basis of the two levels the Hamiltonian H acts as

H(a, b) = (t b, t a).

Keep only the first level. The projector P on the retained space and the state x are

P(a, b) = (a, 0),  x = (1, 0).

The renormalized Hamiltonian PHP is zero, because H sends the first level entirely to the second and P then removes the result. So x is an eigenvector of PHP with eigenvalue E = 0, and the variance computed from PHP and its square is 0 − 0² = 0.

The full Hamiltonian gives a different answer. Here Hx = (0, t) and H²x = (t², 0), so

⟨x, H²x⟩ − ⟨x, Hx⟩² = t² − 0 = t².

The missing t² is the squared length of (0, t), the part of Hx that the projector throws away. Between its two factors of H, the square (PHP)² passes only through retained states, whereas H² also passes through the discarded one.

## Where the two squares occur in DMRG

In a DMRG step the state is expanded in an orthonormal product basis: kept states of the left block, the states of one or two sites, and kept states of the right block. This basis spans the range of P. The eigensolver works with the matrix of PHP in it and returns a normalised coefficient vector c with PHP c = E c, up to its convergence threshold.

At this point one more multiplication gives ‖PHP c‖² − E². This number measures how well the eigensolver has converged in the current basis, and says nothing about the states missing from that basis.

The variance of H contains the expectation value of PH²P instead of that of (PHP)². With matrix product states, this expectation value is obtained by placing two copies of the Hamiltonian's matrix product operator between bra and ket; subtracting E² then gives the variance. The indices between the two copies then run over the full local state spaces, not over the kept block states. The two operators differ by

PH²P − (PHP)² = PH(1 − P)HP.

In selected configuration interaction, P projects on the span of the selected determinants. For a state x in this span, the expectation value of the right-hand side is the sum of |⟨d, Hx⟩|² over all determinants d that were not selected.

This matters when energies are extrapolated against the variance: for an eigenvector of PHP in a fixed retained space, the variance of H contains information about the truncation, and the variance of PHP does not. H itself acts on the many-particle space of the chosen orbitals or lattice sites, so the error of the orbital basis itself does not enter.

## The statement and its hypotheses

Write Var(A, x) = ⟨x, A²x⟩ − ⟨x, Ax⟩² for a symmetric operator A and a unit vector x. Let H be symmetric, P an orthogonal projector, x a unit vector with Px = x, and PHPx = Ex with E real. Then

Var(PHP, x) = 0,

Var(H, x) = ‖(1 − P)Hx‖²,

and Var(H, x) = 0 exactly when Hx = Ex.

This is the theorem `projected_variance_hides_truncation`. Its ingredients correspond to the physics as follows.

- The state space `V` is any complex inner product space, of finite or infinite dimension. `inner ℂ x y` is ⟨x, y⟩, conjugate-linear in the first argument as in Dirac notation.
- `H` and `P` are linear maps defined on all of `V`. An electronic Hamiltonian in a finite orbital basis is of this kind. If `V` is a whole Hilbert space, an unbounded Hamiltonian that is defined only on part of it is not.
- `hH` says that H is symmetric, ⟨Hu, v⟩ = ⟨u, Hv⟩. An orthogonal projector is described by two hypotheses, symmetry (`hP`) and P² = P (`hP2`).
- `hx` places x in the retained space, `hn` normalises it, and `hE` is the eigenvalue equation of the renormalized Hamiltonian. The energy `E` is a real number, which loses nothing because PHP is symmetric.
- `variance` takes the real parts of both expectation values. For symmetric operators these are real anyway.
- The discarded vector (1 − P)Hx appears as `H x - P (H x)`.

The theorem takes P as given. It does not model how DMRG selects its block states, and ‖(1 − P)Hx‖² is not the discarded weight of the density matrix that DMRG programs report. A vanishing variance identifies x as an eigenvector of H, but not necessarily as the ground state.

## Splitting the variance

The second moment of a symmetric operator A is a squared norm:

⟨x, A²x⟩ = ⟨Ax, Ax⟩ = ‖Ax‖².

An orthogonal projector splits any vector v into the perpendicular parts Pv and v − Pv, since

⟨Pv, v − Pv⟩ = ⟨v, Pv − P²v⟩ = 0.

Therefore

‖v‖² = ‖Pv‖² + ‖v − Pv‖².

Now let x be in the retained space. The mean energy is the same for both operators:

⟨x, PHPx⟩ = ⟨x, PHx⟩ = ⟨Px, Hx⟩ = ⟨x, Hx⟩.

Call this value m. The operator PHP is symmetric as well, and PHPx = PHx. With v = Hx,

Var(H, x) = ‖Hx‖² − m²
= ‖PHx‖² − m² + ‖(1 − P)Hx‖²
= Var(PHP, x) + ‖(1 − P)Hx‖².

This holds for every state in the retained space, eigenvector or not. The first term is the spread that is visible inside the space, and the second is the leakage out of it.

## Eigenvectors of PHP

If PHPx = Ex and ‖x‖ = 1, then

Var(PHP, x) = E²⟨x, x⟩ − (E⟨x, x⟩)² = E² − E² = 0.

Only the leakage remains, so Var(H, x) = ‖(1 − P)Hx‖². Because Px = x, the eigenvalue equation also reads PHx = Ex, and so

(1 − P)Hx = Hx − Ex.

The discarded vector is the residual of the full eigenvalue equation. Its norm vanishes exactly when Hx = Ex.

## From the discarded vector to the energy

Let y be an eigenvector of the full Hamiltonian, Hy = μy with μ real. Taking the inner product of y with the residual gives

⟨y, Hx − Ex⟩ = ⟨Hy, x⟩ − E⟨y, x⟩ = (μ − E)⟨y, x⟩.

The Cauchy–Schwarz inequality then yields

|μ − E| |⟨y, x⟩| ≤ ‖y‖ ‖(1 − P)Hx‖.

For unit vectors x and y and an orthogonal projector P, the right-hand side is the square root of Var(H, x). A small variance thus forces E to be close to μ for every exact state that has a substantial overlap with x. In the two-level example with t ≠ 0, the exact energies are ±t and each overlap has modulus 1/√2, so the inequality reads |t|/√2 ≤ |t|.

## Enlarging the retained space

The same splitting compares two nested spaces. Let P₁ and P₂ be orthogonal projectors, with the range of P₁ contained in that of P₂, and let P₁x = x. Apply the splitting to the Hamiltonian P₂HP₂ and the projector P₁. Since P₁P₂ = P₂P₁ = P₁, the result is

Var(P₂HP₂, x) = Var(P₁HP₁, x) + ‖(P₂ − P₁)Hx‖².

For a fixed state x, the projected variance can therefore only grow as the space is enlarged, and it reaches Var(H, x) once the space contains Hx. The file has no separate theorem for this corollary.

## The Lean file

```lean
import Mathlib

open scoped InnerProductSpace

namespace ProjectedVariance

noncomputable section

variable {V : Type*} [NormedAddCommGroup V] [InnerProductSpace ℂ V]

/-- The renormalized Hamiltonian `P H P`. -/
def projected (P H : V →ₗ[ℂ] V) : V →ₗ[ℂ] V := P ∘ₗ H ∘ₗ P

/-- The variance `⟨x, A² x⟩ - ⟨x, A x⟩²` of a symmetric operator `A` in a unit vector `x`;
the real parts turn the two expectation values into real numbers. -/
def variance (A : V →ₗ[ℂ] V) (x : V) : ℝ :=
  (inner ℂ x (A (A x))).re - (inner ℂ x (A x)).re ^ 2

theorem projected_apply (P H : V →ₗ[ℂ] V) (x : V) :
    projected P H x = P (H (P x)) := rfl

/-- The expectation value of the square of a symmetric operator `A` is `‖A x‖²`. -/
theorem second_moment {A : V →ₗ[ℂ] V} (hA : A.IsSymmetric) (x : V) :
    (inner ℂ x (A (A x))).re = ‖A x‖ ^ 2 := by
  rw [← hA x (A x)]
  exact inner_self_eq_norm_sq (𝕜 := ℂ) (A x)

/-- An orthogonal projector splits the squared norm of a vector into a retained and a
discarded part. -/
theorem norm_sq_split {P : V →ₗ[ℂ] V} (hP : P.IsSymmetric)
    (hP2 : ∀ v, P (P v) = P v) (v : V) :
    ‖v‖ ^ 2 = ‖P v‖ ^ 2 + ‖v - P v‖ ^ 2 := by
  -- the retained and the discarded parts are orthogonal
  have h0 : inner ℂ (P v) (v - P v) = 0 := by
    rw [hP v (v - P v), map_sub, hP2, sub_self, inner_zero_right]
  have h := norm_add_sq (𝕜 := ℂ) (P v) (v - P v)
  rw [h0, add_sub_cancel, map_zero] at h
  linarith

/-- For a symmetric `H`, an orthogonal projector `P` and a vector `x` in the retained space,
the variance of `H` is the variance of `P H P` plus the squared norm of the part of `H x`
that `P` discards. -/
theorem variance_split {P H : V →ₗ[ℂ] V} (hH : H.IsSymmetric) (hP : P.IsSymmetric)
    (hP2 : ∀ v, P (P v) = P v) {x : V} (hx : P x = x) :
    variance H x = variance (projected P H) x + ‖H x - P (H x)‖ ^ 2 := by
  have hsym : (projected P H).IsSymmetric := fun u v =>
    (hP _ _).trans ((hH _ _).trans (hP _ _))
  -- projection leaves the energy expectation value unchanged
  have mean : inner ℂ x (projected P H x) = inner ℂ x (H x) := by
    rw [projected_apply, hx, ← hP x (H x), hx]
  unfold variance
  rw [second_moment hH x, second_moment hsym x, mean, projected_apply, hx,
    norm_sq_split hP hP2 (H x)]
  ring

/-- Let `H` be symmetric, `P` an orthogonal projector and `x` a unit vector in the retained
space with `P H P x = E x`. The variance of `P H P` is zero, while that of `H` is
`‖(1 - P) H x‖²`, which vanishes exactly when `H x = E x`. -/
theorem projected_variance_hides_truncation {P H : V →ₗ[ℂ] V}
    (hH : H.IsSymmetric) (hP : P.IsSymmetric) (hP2 : ∀ v, P (P v) = P v)
    {x : V} (hx : P x = x) (hn : ‖x‖ = 1) {E : ℝ}
    (hE : projected P H x = (E : ℂ) • x) :
    variance (projected P H) x = 0 ∧
      variance H x = ‖H x - P (H x)‖ ^ 2 ∧
      (variance H x = 0 ↔ H x = (E : ℂ) • x) := by
  have hxx : inner ℂ x x = (1 : ℂ) := by
    rw [inner_self_eq_norm_sq_to_K, hn]
    simp
  have hzero : variance (projected P H) x = 0 := by
    unfold variance
    rw [hE, map_smul, hE]
    simp only [inner_smul_right, hxx, mul_one]
    rw [← Complex.ofReal_mul, Complex.ofReal_re, Complex.ofReal_re]
    ring
  have hvar : variance H x = ‖H x - P (H x)‖ ^ 2 := by
    rw [variance_split hH hP hP2 hx, hzero, zero_add]
  -- the discarded vector is the residual of the full eigenvalue equation
  have hPH : P (H x) = (E : ℂ) • x := by
    rw [projected_apply, hx] at hE
    exact hE
  refine ⟨hzero, hvar, ?_⟩
  rw [hvar, hPH, pow_eq_zero_iff two_ne_zero, norm_eq_zero, sub_eq_zero]

/-- Let `H` be symmetric, `P x = x` and `P H P x = E x`. For every solution `H y = μ y`, the
energy difference `|μ - E|` times the overlap `|⟨y, x⟩|` is at most `‖y‖ ‖(1 - P) H x‖`. -/
theorem energy_error_bound {P H : V →ₗ[ℂ] V} (hH : H.IsSymmetric)
    {x y : V} (hx : P x = x) {E μ : ℝ}
    (hE : projected P H x = (E : ℂ) • x) (hy : H y = (μ : ℂ) • y) :
    |μ - E| * ‖inner ℂ y x‖ ≤ ‖y‖ * ‖H x - P (H x)‖ := by
  have hPH : P (H x) = (E : ℂ) • x := by
    rw [projected_apply, hx] at hE
    exact hE
  -- project the residual on the exact eigenvector
  have key : inner ℂ y (H x - P (H x)) = ((μ - E : ℝ) : ℂ) * inner ℂ y x := by
    rw [hPH, inner_sub_right, ← hH y x, hy, inner_smul_left, inner_smul_right,
      Complex.conj_ofReal]
    push_cast
    ring
  calc |μ - E| * ‖inner ℂ y x‖ = ‖inner ℂ y (H x - P (H x))‖ := by
        rw [key, norm_mul, Complex.norm_real, Real.norm_eq_abs]
    _ ≤ ‖y‖ * ‖H x - P (H x)‖ := norm_inner_le_norm _ _

/-- The two-level Hamiltonian with zero site energies and real hopping amplitude `t`. -/
def hopping (t : ℝ) : EuclideanSpace ℂ (Fin 2) →ₗ[ℂ] EuclideanSpace ℂ (Fin 2) where
  toFun v := !₂[(t : ℂ) * v 1, (t : ℂ) * v 0]
  map_add' u v := by ext i; fin_cases i <;> simp [mul_add]
  map_smul' c v := by ext i; fin_cases i <;> simp [mul_left_comm]

/-- The projector that retains the first of two levels. -/
def keepFirst : EuclideanSpace ℂ (Fin 2) →ₗ[ℂ] EuclideanSpace ℂ (Fin 2) where
  toFun v := !₂[v 0, 0]
  map_add' u v := by ext i; fin_cases i <;> simp
  map_smul' c v := by ext i; fin_cases i <;> simp

/-- The hopping Hamiltonian, the projector on the first level and the first basis vector
meet all hypotheses of the main theorem with `E = 0`, and the variance of the full
Hamiltonian is `t²`. -/
theorem two_level_witness (t : ℝ) :
    (hopping t).IsSymmetric ∧ keepFirst.IsSymmetric ∧
      (∀ v, keepFirst (keepFirst v) = keepFirst v) ∧
      keepFirst !₂[1, 0] = !₂[1, 0] ∧
      ‖(!₂[1, 0] : EuclideanSpace ℂ (Fin 2))‖ = 1 ∧
      projected keepFirst (hopping t) !₂[1, 0] = ((0 : ℝ) : ℂ) • !₂[1, 0] ∧
      variance (hopping t) !₂[1, 0] = t ^ 2 := by
  refine ⟨?_, ?_, ?_, ?_, ?_, ?_, ?_⟩
  · intro u v
    simp [hopping, PiLp.inner_apply, Fin.sum_univ_two]
    ring
  · intro u v
    simp [keepFirst, PiLp.inner_apply, Fin.sum_univ_two]
  · intro v
    ext i
    fin_cases i <;> simp [keepFirst]
  · ext i
    fin_cases i <;> simp [keepFirst]
  · simp [EuclideanSpace.norm_eq, Fin.sum_univ_two]
  · ext i
    fin_cases i <;> simp [projected, keepFirst, hopping]
  · simp [variance, hopping, PiLp.inner_apply, Fin.sum_univ_two]
    ring

end

end ProjectedVariance
```

```lean
#print axioms ProjectedVariance.projected_variance_hides_truncation
-- 'ProjectedVariance.projected_variance_hides_truncation' depends on axioms: [propext, Classical.choice, Quot.sound]
#print axioms ProjectedVariance.energy_error_bound
-- 'ProjectedVariance.energy_error_bound' depends on axioms: [propext, Classical.choice, Quot.sound]
```

## How the lemmas build the splitting

`second_moment` uses the symmetry hypothesis from right to left. It moves one factor of A to the first argument, and `inner_self_eq_norm_sq` recognises ⟨Ax, Ax⟩ as a squared norm.

`norm_sq_split` first proves the orthogonality `h0`, by moving P across the inner product and using P² = P. It then expands the squared norm of a sum with `norm_add_sq`. The cross term vanishes by `h0`, and `linarith` puts the equation in the required form.

`variance_split` combines the two. Its step `hsym` proves that PHP is symmetric by moving P, H and P across the inner product in turn. The step `mean` is the equality of the two mean energies. After `unfold variance`, the rewriting replaces both second moments by squared norms and splits ‖Hx‖² into its retained and discarded parts. What is left is an identity between real numbers, which `ring` closes. Neither the normalisation of x nor an eigenvalue equation is used.

## How the main theorem is assembled

In `projected_variance_hides_truncation`, the step `hxx` turns ‖x‖ = 1 into ⟨x, x⟩ = 1. The step `hzero` applies the eigenvalue equation once for the mean and twice for the second moment, which leaves E·E − E² = 0. Normalisation matters here: without it, the expression would be E²‖x‖² − E²‖x‖⁴.

The step `hvar` inserts this zero into `variance_split`. The step `hPH` simplifies the eigenvalue equation to PHx = Ex by means of Px = x. The last line rewrites the variance as ‖Hx − Ex‖² and passes from a vanishing square to a vanishing norm, then to a vanishing vector, and finally to Hx = Ex. Each of these rewrites is an equivalence, so both directions are obtained together.

## The energy bound and the two-level check

`energy_error_bound` needs fewer hypotheses than the main theorem. It asks for neither symmetry nor idempotence of P, and x need not be normalised, because the argument uses P only through PHx = Ex. The step `key` is the inner product of y with the residual. The `calc` block takes its norm and applies Cauchy–Schwarz in the form `norm_inner_le_norm`.

The opening example is encoded by `hopping` and `keepFirst`, with `!₂[1, 0]` as the state x. The theorem `two_level_witness` verifies each hypothesis of the main theorem with E = 0, for every real t, and evaluates the variance of the full Hamiltonian as t². The zero variance of the projected Hamiltonian then follows from the main theorem. At t = 0 the levels are uncoupled, both variances vanish, and x is an eigenvector of H itself.
